# The Christoffel matrix of an isotropic elastic solid maps the wavevector k to (λ + 2μ)|k|² k

In a linear elastic solid, the Christoffel matrix Γ_im = Σ_jl C_ijml k_j k_l governs plane waves of wavevector k. The theorem says that for an isotropic stiffness with Lamé constants λ and μ, Γ sends k to (λ + 2μ)|k|² k, so a nonzero k is an eigenvector, which is the longitudinal polarisation. The constants are arbitrary real numbers, k is a real vector with any finite number of components, not normalised, and no mass density enters. The proof first finds the entries Γ_im = (λ + μ) k_i k_m + μ|k|² δ_im, then multiplies by k_m and sums over m.

The first attempt, which Lean rejects:

```lean
import Mathlib

open Matrix Filter Topology

namespace ChristoffelGroupVelocity

noncomputable section

variable {ι : Type*} [Fintype ι]

/-- The Christoffel matrix `Γ_im = C_ijml k_j k_l`. -/
def christoffel (C : ι → ι → ι → ι → ℝ) (k : ι → ℝ) : Matrix ι ι ℝ :=
  Matrix.of fun i m => ∑ j, ∑ l, C i j m l * k j * k l

/-- The Kronecker delta. -/
def delta [DecidableEq ι] (i j : ι) : ℝ := if i = j then 1 else 0

/-- The stiffness of an isotropic solid with Lamé constants `lam` and `mu`. -/
def isotropic [DecidableEq ι] (lam mu : ℝ) (i j m l : ι) : ℝ :=
  lam * (delta i j * delta m l) + mu * (delta i m * delta j l + delta i l * delta m j)

/-- The Christoffel matrix of an isotropic solid at wavevector `k` maps `k` to `(lam + 2 mu) |k|²
k`. -/
theorem isotropic_christoffel [DecidableEq ι] (lam mu : ℝ) (k : ι → ℝ) :
    christoffel (isotropic lam mu) k *ᵥ k = ((lam + 2 * mu) * (k ⬝ᵥ k)) • k := by
  have hδ : ∀ a, ∑ j, delta a j * k j = k a := fun a => by simp [delta]
  have hΓ : ∀ i m, christoffel (isotropic lam mu) k i m
      = (lam + mu) * k i * k m + mu * (k ⬝ᵥ k) * delta i m := by
    intro i m
    calc christoffel (isotropic lam mu) k i m
        = ∑ j, (lam * delta i j * k j * ∑ l, delta m l * k l
            + mu * delta i m * k j * ∑ l, delta j l * k l
            + mu * delta m j * k j * ∑ l, delta i l * k l) := by
          simp only [christoffel, Matrix.of_apply, isotropic, Finset.mul_sum,
            ← Finset.sum_add_distrib]
          exact Finset.sum_congr rfl fun j _ => Finset.sum_congr rfl fun l _ => by ring
      _ = lam * k m * (∑ j, delta i j * k j) + mu * delta i m * (∑ j, k j * k j)
            + mu * k i * (∑ j, delta m j * k j) := by
          simp only [hδ]
          rw [← hδ i, ← hδ m]
          simp only [hδ, Finset.sum_add_distrib]
          congr 1
          · congr 1
            · rw [← hδ i, Finset.mul_sum]
              exact Finset.sum_congr rfl fun j _ => by ring
            · rw [Finset.mul_sum]
              exact Finset.sum_congr rfl fun j _ => by ring
          · rw [← Finset.sum_mul]
            simp only [mul_assoc, ← Finset.mul_sum, hδ]
            ring
      _ = _ := by
          rw [hδ, hδ]
          simp only [dotProduct]
          ring
  funext i
  calc (christoffel (isotropic lam mu) k *ᵥ k) i
      = (lam + mu) * k i * (∑ m, k m * k m)
          + mu * (k ⬝ᵥ k) * (∑ m, delta i m * k m) := by
        simp only [Matrix.mulVec, dotProduct, hΓ, Finset.mul_sum (s := Finset.univ)
          (f := fun m => k m * k m) (b := (lam + mu) * k i)]
        rw [Finset.mul_sum, ← Finset.sum_add_distrib]
        exact Finset.sum_congr rfl fun m _ => by ring
    _ = _ := by
        rw [hδ]
        simp only [dotProduct, Pi.smul_apply, smul_eq_mul]
        ring

end

end ChristoffelGroupVelocity
```

Compiling this gives:

```
Main.lean:60:36: error: Invalid argument name `b` for function `Finset.mul_sum`

Hint: Perhaps you meant one of the following parameter names:
  • `ι`: b̵ι̲
  • `R`: b̵R̲
  • `a`: b̵a̲
Main.lean:61:28: error: Tactic `rewrite` failed: Did not find an occurrence of the pattern
  ∑ x ∈ ?m.478, ?m.480 x + ∑ x ∈ ?m.478, ?m.481 x
in the target expression
  ∑ x, ((lam + mu) * k i * k x + (∑ i, mu * (k i * k i)) * delta i x) * k x =
    (lam + mu) * k i * ∑ i, k i * k i + (∑ i, mu * (k i * k i)) * ∑ m, delta i m * k m

ι : Type u_1
inst✝¹ : Fintype ι
inst✝ : DecidableEq ι
lam mu : ℝ
k : ι → ℝ
hδ : ∀ (a : ι), ∑ j, delta a j * k j = k a
hΓ : ∀ (i m : ι), christoffel (isotropic lam mu) k i m = (lam + mu) * k i * k m + mu * k ⬝ᵥ k * delta i m
i : ι
⊢ ∑ x, ((lam + mu) * k i * k x + (∑ i, mu * (k i * k i)) * delta i x) * k x =
    (lam + mu) * k i * ∑ i, k i * k i + (∑ i, mu * (k i * k i)) * ∑ m, delta i m * k m
```

The first error is a wrong argument name: `Finset.mul_sum` has no argument called `b`.

The second error comes from the goal that `rw [Finset.mul_sum]` met. There `dotProduct` had been unfolded everywhere, so |k|² had become a sum too, and the rewrite moved `mu` into that sum. The two products on the right-hand side kept their factors outside their sums, so `← Finset.sum_add_distrib` found no sum plus sum to merge.

The repair drops the `simp only` call, and with it the bad argument. Instead, `change` writes the left-hand side as a sum over `m` and leaves `k ⬝ᵥ k` folded on the right. The two uses of `Finset.mul_sum` now act on the two intended products, and `← Finset.sum_add_distrib` can join the results. The formula `hΓ` is applied only afterwards, inside each term, where `ring` completes the algebra.

The mended proof, as a diff:

```diff
@@ -57,8 +57,7 @@
       = (lam + mu) * k i * (∑ m, k m * k m)
           + mu * (k ⬝ᵥ k) * (∑ m, delta i m * k m) := by
-        simp only [Matrix.mulVec, dotProduct, hΓ, Finset.mul_sum (s := Finset.univ)
-          (f := fun m => k m * k m) (b := (lam + mu) * k i)]
-        rw [Finset.mul_sum, ← Finset.sum_add_distrib]
-        exact Finset.sum_congr rfl fun m _ => by ring
+        change ∑ m, christoffel (isotropic lam mu) k i m * k m = _
+        rw [Finset.mul_sum, Finset.mul_sum, ← Finset.sum_add_distrib]
+        exact Finset.sum_congr rfl fun m _ => by rw [hΓ]; ring
     _ = _ := by
         rw [hδ]
```
